# The one-dimensional complex characters of a finite group are counted by the index of its commutator subgroup

A reflection of $C_{3v}$ squares to the identity, so a one-dimensional representation gives it the value $+1$ or $-1$. The three reflections are conjugate, hence share that value, and they generate the group, so there are at most two such representations. Both values occur: $A_1$ is $+1$ on every operation, and $A_2$ is the determinant, $+1$ on rotations and $-1$ on reflections.

In Lean 4 with Mathlib:

```lean
import Mathlib

open Equiv

namespace NondegenerateSpecies

/-- A one-dimensional complex character of a group: a homomorphism to the nonzero
complex numbers. -/
abbrev LinearChar (G : Type*) [Group G] := G →* ℂˣ

/-- A one-dimensional character equals one on the whole commutator subgroup. -/
theorem linearChar_eq_one_of_mem_commutator {G : Type*} [Group G] (χ : LinearChar G)
    {g : G} (hg : g ∈ commutator G) : χ g = 1 :=
  MonoidHom.mem_ker.mp (Abelianization.commutator_subset_ker χ hg)

/-- A finite abelian group has as many one-dimensional characters as elements. -/
theorem card_linearChar_of_comm (A : Type*) [CommGroup A] [Finite A] :
    Nat.card (LinearChar A) = Nat.card A := by
  have h0 : Monoid.exponent A ≠ 0 := Monoid.exponent_ne_zero_of_finite
  have : NeZero (Monoid.exponent A) := ⟨h0⟩
  have : NeZero ((Monoid.exponent A : ℕ) : ℂ) := ⟨Nat.cast_ne_zero.mpr h0⟩
  obtain ⟨e⟩ := CommGroup.monoidHom_mulEquiv_of_hasEnoughRootsOfUnity A ℂ
  exact Nat.card_congr e.toEquiv

/-- The number of one-dimensional characters of a finite group is the index of its
commutator subgroup. -/
theorem card_linearChar (G : Type*) [Group G] [Finite G] :
    Nat.card (LinearChar G) = (commutator G).index := by
  have : Finite (Abelianization G) := inferInstanceAs (Finite (G ⧸ commutator G))
  -- characters of G are the characters of its abelianization
  have h : Nat.card (LinearChar G) = Nat.card (LinearChar (Abelianization G)) :=
    Nat.card_congr Abelianization.lift
  exact h.trans (card_linearChar_of_comm (Abelianization G))

section Symmetric

variable {α : Type*} [Fintype α] [DecidableEq α]

/-- The sign of a permutation, read as a one-dimensional complex character. -/
noncomputable def signChar (α : Type*) [Fintype α] [DecidableEq α] : LinearChar (Perm α) :=
  (Units.map (Int.castRingHom ℂ : ℤ →* ℂ)).comp Perm.sign

/-- The sign character of a transposition is minus one. -/
theorem signChar_swap {x y : α} (hxy : x ≠ y) : signChar α (swap x y) = -1 := by
  apply Units.ext
  simp [signChar, Perm.sign_swap hxy]

/-- Two one-dimensional characters of a symmetric group that agree on one transposition
are equal. -/
theorem linearChar_ext_swap {χ ψ : LinearChar (Perm α)} {x y : α} (hxy : x ≠ y)
    (h : χ (swap x y) = ψ (swap x y)) : χ = ψ := by
  -- all transpositions are conjugate
  have hs : ∀ a b : α, a ≠ b → χ (swap a b) = ψ (swap a b) := by
    intro a b hab
    have hc := Perm.isConj_swap hab hxy
    rw [isConj_iff_eq.mp (χ.map_isConj hc), isConj_iff_eq.mp (ψ.map_isConj hc), h]
  -- and they generate the group
  refine MonoidHom.ext fun σ => ?_
  refine Perm.swap_induction_on σ ?_ ?_
  · rw [map_one, map_one]
  · intro f a b hab ih
    rw [map_mul, map_mul, hs a b hab, ih]

/-- Every one-dimensional character of the permutations of a finite set with at least two elements
is the trivial character or the sign. -/
theorem linearChar_perm [Nontrivial α] (χ : LinearChar (Perm α)) :
    χ = 1 ∨ χ = signChar α := by
  obtain ⟨x, y, hxy⟩ := exists_pair_ne α
  have hsq : χ (swap x y) * χ (swap x y) = 1 := by
    rw [← map_mul, swap_mul_self, map_one]
  have hsq' : (χ (swap x y) : ℂ) * (χ (swap x y) : ℂ) = 1 := congrArg Units.val hsq
  rcases mul_self_eq_one_iff.mp hsq' with h | h
  · exact Or.inl (linearChar_ext_swap hxy (Units.ext h))
  · refine Or.inr (linearChar_ext_swap hxy ?_)
    rw [signChar_swap hxy]
    exact Units.ext h

/-- The permutation group of a finite set with at least two elements has exactly two one-dimensional
characters. -/
theorem card_linearChar_perm [Nontrivial α] : Nat.card (LinearChar (Perm α)) = 2 := by
  obtain ⟨x, y, hxy⟩ := exists_pair_ne α
  rw [Nat.card_eq_two_iff]
  refine ⟨1, signChar α, fun h => ?_, Set.eq_univ_of_forall fun χ => linearChar_perm χ⟩
  have h1 : (1 : ℂˣ) = -1 := (DFunLike.congr_fun h (swap x y)).trans (signChar_swap hxy)
  have h2 : (1 : ℂ) = -1 := congrArg Units.val h1
  norm_num at h2

end Symmetric

/-- The label of the twofold axis of a tetrahedron through the midpoint of the edge joining
two distinct vertices; opposite edges share a label. -/
def axisLabel : Fin 4 → Fin 4 → ZMod 3 :=
  ![![0, 0, 1, 2], ![0, 0, 2, 1], ![1, 2, 0, 0], ![2, 1, 0, 0]]

/-- The label of the twofold axis to which a vertex permutation carries axis 0. -/
def axisShift (σ : Perm (Fin 4)) : ZMod 3 := axisLabel (σ 0) (σ 1)

/-- For even permutations of the vertices the axis shifts add modulo three. -/
theorem axisShift_mul : ∀ σ τ : Perm (Fin 4), Perm.sign σ = 1 → Perm.sign τ = 1 →
    axisShift (σ * τ) = axisShift σ + axisShift τ := by
  decide +kernel

/-- The axis shift as a homomorphism from the even vertex permutations to the cyclic group
of order three. -/
def axisHom : alternatingGroup (Fin 4) →* Multiplicative (ZMod 3) :=
  MonoidHom.mk' (fun σ => Multiplicative.ofAdd (axisShift σ.1)) fun σ τ =>
    congrArg (fun z => Multiplicative.ofAdd z)
      (axisShift_mul σ.1 τ.1 (Perm.mem_alternatingGroup.mp σ.2)
        (Perm.mem_alternatingGroup.mp τ.2))

/-- A cyclic permutation of three of the four vertices. -/
def threeCycle : Perm (Fin 4) := swap 0 1 * swap 1 2

/-- The commutator subgroup of A4 consists of the even permutations with zero axis shift. -/
theorem commutator_A4 : commutator (alternatingGroup (Fin 4)) = axisHom.ker := by
  -- finite check: σ is the commutator of c * σ * c⁻¹ and the three-cycle c
  have key : ∀ σ : Perm (Fin 4), Perm.sign σ = 1 → axisShift σ = 0 → ∀ i : Fin 4,
      (threeCycle * σ * threeCycle * σ⁻¹ * threeCycle⁻¹ * threeCycle⁻¹) i = σ i := by
    decide +kernel
  have hc : Perm.sign threeCycle = 1 := by decide +kernel
  -- such a product is trivial in every abelian group
  have hcomm : ∀ {A : Type} [CommGroup A] (c s : A),
      c * s * c * s⁻¹ * c⁻¹ * c⁻¹ = 1 := by
    intro A _ c s
    rw [mul_right_comm (c * s) c s⁻¹, mul_inv_cancel_right, mul_inv_cancel_right,
      mul_inv_cancel]
  refine le_antisymm (Abelianization.commutator_subset_ker axisHom) fun σ hσ => ?_
  have h0 : axisShift σ.1 = 0 := MonoidHom.mem_ker.mp hσ
  have hp : σ.1 = threeCycle * σ.1 * threeCycle * σ.1⁻¹ * threeCycle⁻¹ * threeCycle⁻¹ :=
    Perm.ext fun i => (key σ.1 (Perm.mem_alternatingGroup.mp σ.2) h0 i).symm
  let c : alternatingGroup (Fin 4) := ⟨threeCycle, Perm.mem_alternatingGroup.mpr hc⟩
  have h : σ = c * σ * c * σ⁻¹ * c⁻¹ * c⁻¹ := Subtype.ext hp
  have h1 : Abelianization.of σ = 1 := by
    calc Abelianization.of σ = Abelianization.of (c * σ * c * σ⁻¹ * c⁻¹ * c⁻¹) :=
          congrArg (fun g => Abelianization.of g) h
      _ = 1 := by
          simp only [map_mul, map_inv]
          exact hcomm _ _
  exact (QuotientGroup.eq_one_iff (N := commutator (alternatingGroup (Fin 4))) σ).mp h1

/-- The groups S3, S4 and A4 have two, two and three one-dimensional characters. -/
theorem card_linearChar_S3_S4_A4 :
    Nat.card (LinearChar (Perm (Fin 3))) = 2 ∧
    Nat.card (LinearChar (Perm (Fin 4))) = 2 ∧
    Nat.card (LinearChar (alternatingGroup (Fin 4))) = 3 := by
  refine ⟨card_linearChar_perm, card_linearChar_perm, ?_⟩
  -- every axis shift is reached by an even permutation
  have hex : ∀ k : ZMod 3, ∃ σ : Perm (Fin 4), Perm.sign σ = 1 ∧ axisShift σ = k := by
    decide +kernel
  have hsurj : Function.Surjective axisHom := by
    intro k
    obtain ⟨σ, hσ, hk⟩ := hex (Multiplicative.toAdd k)
    exact ⟨⟨σ, Perm.mem_alternatingGroup.mpr hσ⟩,
      congrArg (fun z => Multiplicative.ofAdd z) hk⟩
  rw [card_linearChar, commutator_A4, Subgroup.index_ker,
    MonoidHom.range_eq_top.mpr hsurj, Subgroup.card_top]
  exact (Nat.card_congr Multiplicative.toAdd).trans (Nat.card_zmod 3)

/-- Every value of a one-dimensional character of A4 is a cube root of unity. -/
theorem linearChar_A4_cube (χ : LinearChar (alternatingGroup (Fin 4)))
    (σ : alternatingGroup (Fin 4)) : χ σ ^ 3 = 1 := by
  -- the cube of every element has zero axis shift
  have h3 : ∀ z : ZMod 3, z + z + z = 0 := by decide
  have hmem : σ * σ * σ ∈ commutator (alternatingGroup (Fin 4)) := by
    rw [commutator_A4, MonoidHom.mem_ker, map_mul, map_mul]
    exact h3 (Multiplicative.toAdd (axisHom σ))
  have h := linearChar_eq_one_of_mem_commutator χ hmem
  rw [map_mul, map_mul] at h
  rw [pow_three']
  exact h

end NondegenerateSpecies
```

## Two, two and three characters

A one-dimensional complex representation of a group $G$ assigns to each element a nonzero complex number and respects products. This is a homomorphism $\chi: G\to\mathbb{C}^\times$, where $\mathbb{C}^\times$ is the multiplicative group of nonzero complex numbers. In the file its type is `LinearChar G`. A change of basis in one dimension leaves every value unchanged, so counting homomorphisms is the same as counting representations up to equivalence.

The commutator subgroup $G'$, written `commutator G`, is generated by all products $ghg^{-1}h^{-1}$. Its index $[G:G']$ is the number of its cosets. The theorem `card_linearChar` states that, for every finite group,

$$\#\{\chi: G\to\mathbb{C}^\times\} = [G:G'].$$

Two further theorems give explicit counts. By `card_linearChar_perm`, the group of all permutations of a finite set with at least two elements has exactly two one-dimensional characters. By `card_linearChar_S3_S4_A4`, the numbers for $S_3$, $S_4$ and $A_4$ are 2, 2 and 3. Finally, `linearChar_A4_cube` states that $\chi(\sigma)^3=1$ for every character $\chi$ of $A_4$ and every element $\sigma$.

## Molecular symmetries as permutations of equivalent atoms

The point groups enter through their action on equivalent atoms. The operations of $C_{3v}$ permute the three hydrogens of ammonia in all six ways, which gives $S_3$, or `Perm (Fin 3)`. Those of $T_d$ permute the four hydrogens of methane in all 24 ways, which gives $S_4$, or `Perm (Fin 4)`. The proper rotations among them form $T$ and give the twelve even permutations, $A_4$, or `alternatingGroup (Fin 4)`. These identifications are geometric input: the file contains permutations, but no rotation matrices or coordinates.

In $C_{3v}$ and $T_d$ a transposition is a reflection that exchanges two atoms and leaves the others in place. The character `signChar` is therefore $A_2$: it is $+1$ on proper rotations and $-1$ on reflections and, in $T_d$, on the fourfold improper rotations.

For a quantum-mechanical problem with a finite symmetry group represented by unitary operators that multiply as the group elements do, the theorem counts the one-dimensional symmetry labels that the group has. When rotations also act on a half-integer total spin, that group is the double group, not the point group. A rotation by $2\pi$ then multiplies every state by $-1$, so only characters with the value $-1$ on it can label states, while the theorem counts the others as well. The theorem does not say which labels occur in a particular molecule, and it covers neither continuous groups such as $C_{\infty v}$ nor antiunitary operations such as time reversal.

## Characters see only the abelian quotient

Multiplication in $\mathbb{C}^\times$ is commutative, so

$$\chi(ghg^{-1}h^{-1})=\chi(g)\chi(h)\chi(g)^{-1}\chi(h)^{-1}=1.$$

Hence $\chi$ equals one on all of $G'$, which is `linearChar_eq_one_of_mem_commutator`. It then takes a single value on each coset of $G'$ and defines a character of the abelian group $G/G'$. Conversely, every character of $G/G'$ gives one of $G$ by composition with the quotient map. In `card_linearChar` this correspondence is `Abelianization.lift`.

It remains to count the characters of a finite abelian group $A$. Such a group is a product of cyclic groups of orders $n_1,\dots,n_r$. A character sends the generator of the $i$-th factor to a number $z_i$ with $z_i^{n_i}=1$, and any choice of such numbers defines a character. There are $n_i$ choices for each $z_i$, so the total is $n_1\cdots n_r=|A|$. For the trivial group the product is empty and the count is one.

The lemma `card_linearChar_of_comm` obtains this from a Mathlib theorem that provides an isomorphism between $A$ and its character group whenever the field has enough roots of unity. The lines before it show that the exponent of $A$, the smallest positive $n$ with $a^n=1$ for all $a$, is nonzero in $\mathbb{C}$. Applying the lemma to $A=G/G'$ gives $[G:G']$.

## One transposition fixes a character of a symmetric group

The argument for $C_{3v}$ works for permutations of any finite set with at least two elements. Let $t$ be a transposition. Any other transposition has the form $gtg^{-1}$, and

$$\chi(gtg^{-1})=\chi(g)\chi(t)\chi(g)^{-1}=\chi(t).$$

Every permutation is a product of transpositions, so $\chi(t)$ determines $\chi$ completely. The lemma `linearChar_ext_swap` states this as a comparison: two characters that agree on one transposition are equal. Its first part uses conjugacy, and its second builds up an arbitrary permutation one transposition at a time with `Perm.swap_induction_on`.

Since $t^2=1$, the number $z=\chi(t)$ satisfies $(z-1)(z+1)=0$. If $z=1$, then $\chi$ agrees with the trivial character on $t$; if $z=-1$, it agrees with the sign, by `signChar_swap`. This is `linearChar_perm`. The two characters differ on $t$ because $1\neq-1$ in $\mathbb{C}$, and `card_linearChar_perm` concludes that there are exactly two.

## Three twofold axes give three characters of T

$A_4$ contains no transpositions, so its count comes from the commutator subgroup. Number the vertices of the tetrahedron 0, 1, 2, 3. Each twofold axis passes through the midpoints of two opposite edges and so corresponds to a division of the vertices into two pairs. The table `axisLabel` numbers the axes as follows:

- axis 0: $\{0,1\}$ and $\{2,3\}$
- axis 1: $\{0,2\}$ and $\{1,3\}$
- axis 2: $\{0,3\}$ and $\{1,2\}$

The diagonal entries of the table are placeholders, because a permutation never sends two vertices to the same one.

The even permutations are the identity, three double transpositions and eight three-cycles. A double transposition preserves all three divisions. A three-cycle fixes one vertex, and each division is determined by the partner of that vertex, so the three axes are permuted cyclically. Every even $\sigma$ thus moves axis $k$ to axis $k+s(\sigma)$ modulo 3. The shift $s(\sigma)$ is `axisShift`, read off from the image of axis 0. Applying $\tau$ first and then $\sigma$ gives

$$s(\sigma\tau)=s(\sigma)+s(\tau).$$

The theorem `axisShift_mul` verifies this rule by evaluating all cases, and `axisHom` packages it as a homomorphism to the cyclic group of order three.

The kernel $V$ of this homomorphism consists of the identity and the three double transpositions. Because the target is abelian, $A_4'\subseteq V$. For the reverse inclusion, let $c$ be the three-cycle $0\to1\to2\to0$, called `threeCycle`, and take $\sigma\in V$. The commutator of $c\sigma c^{-1}$ and $c$ is

$$c\,\sigma\,c\,\sigma^{-1}c^{-1}c^{-1}=(c\sigma c^{-1})(c^2\sigma^{-1}c^{-2}).$$

If $\sigma$ is the identity, both sides are the identity. Otherwise $\sigma^{-1}=\sigma$, and the two factors on the right are the other two double transpositions, whose product is $\sigma$. Every element of $V$ is therefore a commutator, and $A_4'=V$.

This is `commutator_A4`. Its statement `key` checks the identity on each vertex by finite evaluation. The proof then maps the identity to the abelianization, where the factors cancel by `hcomm`. So $\sigma$ becomes trivial there, which means that it lies in the commutator subgroup.

All three shifts occur, so $V$ has three cosets and $A_4$ has three characters. In `card_linearChar_S3_S4_A4` this surjectivity is `hsurj`, and the final rewriting turns the index of the kernel into the size of the image. For `linearChar_A4_cube`, note that $s(\sigma^3)=3s(\sigma)=0$. Hence $\sigma^3$ lies in the commutator subgroup and $\chi(\sigma)^3=\chi(\sigma^3)=1$.

With $\omega=e^{2\pi i/3}$, the three characters are

$$\chi_j(\sigma)=\omega^{\,j\,s(\sigma)},\qquad j=0,1,2.$$

## Where odd permutations and real tables mislead

The rule in `axisShift_mul` can fail when $\sigma$ is odd. The condition on $\tau$ could be dropped, since an even $\sigma$ shifts every axis by the same amount. Let $\sigma=\tau$ be the transposition of vertices 1 and 2. It sends the edge $\{0,1\}$ to $\{0,2\}$, so its shift is 1. Its square is the identity, with shift 0, whereas the rule would give $1+1=2$. An odd permutation reflects the cycle of axes instead of rotating it: axis $k$ goes to axis $s(\sigma)-k$ modulo 3, so the other two axes do not share the shift of axis 0.

A second mistake arises when the count of three is compared with a printed table for $T$. Many tables combine $\chi_1$ and $\chi_2$ into one species $E$, because they are complex conjugates and together form a two-dimensional real representation. Over the real numbers only $A$ is one-dimensional. The pairing also has a physical side: if a spinless Hamiltonian is real, conjugating an eigenfunction of type $\chi_1$ gives one of type $\chi_2$ with the same energy. In the name `NondegenerateSpecies`, "nondegenerate" refers to the dimension of the complex representation, not to the energy level.

## Checking a character table and projecting onto a species

A program that stores a point group as permutations, with a different permutation for each operation, can generate the commutator subgroup and divide the group orders. The result is $6/3=2$ for $C_{3v}$, $24/12=2$ for $T_d$ and $12/4=3$ for $T$. A complex character table with a different number of one-dimensional rows contains an error.

The characters themselves enter when orbitals or vibrational displacements are sorted by symmetry. If $U(g)$ is the unitary operator representing $g$, the projector onto species $\chi$ is

$$P_\chi=\frac{1}{|G|}\sum_{g\in G}\overline{\chi(g)}\,U(g).$$

For $C_{3v}$ and $T_d$ the one-dimensional characters are real and the complex conjugation has no effect. For $T$, omitting it exchanges the projectors of $\chi_1$ and $\chi_2$.

```lean
#print axioms NondegenerateSpecies.card_linearChar
-- 'NondegenerateSpecies.card_linearChar' depends on axioms: [propext, Classical.choice, Quot.sound]
#print axioms NondegenerateSpecies.card_linearChar_S3_S4_A4
-- 'NondegenerateSpecies.card_linearChar_S3_S4_A4' depends on axioms: [propext, Classical.choice, Quot.sound]
#print axioms NondegenerateSpecies.linearChar_A4_cube
-- 'NondegenerateSpecies.linearChar_A4_cube' depends on axioms: [propext, Classical.choice, Quot.sound]
```
